# The Takahashi-Imada effective potential of a harmonic oscillator is harmonic, with frequency w√(1 + τ²w²/12)

In one dimension, with unit mass and ħ = 1, the Takahashi-Imada effective potential at imaginary time step τ is V + (τ²/24)(V′)². The theorem `takahashiImada_osc` says that for V(x) = w²x²/2 this is again an oscillator potential, with w replaced by w√(1 + (τw/2)²/3), as an equality of functions of x for all real w and τ. The attempt fixes x, proves that the derivative of V there is w²x, and substitutes it. It then means to split the square on the right-hand side, remove the square root, and finish with `ring`.

An attempt in Lean 4 with a fault in it:

```lean
import Mathlib

open Real MeasureTheory Filter Topology

namespace TakahashiImadaOsc

noncomputable section

/-- Harmonic potential of frequency `w` for unit mass. -/
def osc (w x : ℝ) : ℝ := w ^ 2 / 2 * x ^ 2

/-- Takahashi-Imada effective potential at imaginary time step `τ`, with `ħ = m = 1`. -/
def takahashiImada (V : ℝ → ℝ) (τ x : ℝ) : ℝ := V x + τ ^ 2 / 24 * (deriv V x) ^ 2

/-- The Takahashi-Imada potential of an oscillator is an oscillator of shifted frequency. -/
theorem takahashiImada_osc (w τ : ℝ) :
    takahashiImada (osc w) τ = osc (w * √(1 + (τ * w / 2) ^ 2 / 3)) := by
  funext x
  have h : HasDerivAt (osc w) (w ^ 2 * x) x :=
    ((hasDerivAt_pow 2 x).const_mul (w ^ 2 / 2)).congr_deriv (by
      show w ^ 2 / 2 * (((2 : ℕ) : ℝ) * x ^ 1) = w ^ 2 * x
      push_cast; ring)
  unfold takahashiImada
  rw [h.deriv]
  unfold osc
  rw [mul_pow, sq_sqrt (by positivity)]
  ring

end

end TakahashiImadaOsc
```

Compiling this gives:

```
Main.lean:26:15: error: Tactic `rewrite` failed: Did not find an occurrence of the pattern
  √?m.163 ^ 2
in the target expression
  w ^ 2 / 2 * x ^ 2 + τ ^ 2 / 24 * ((w ^ 2) ^ 2 * x ^ 2) = (w * √(1 + (τ * w / 2) ^ 2 / 3)) ^ 2 / 2 * x ^ 2

w τ x : ℝ
h : HasDerivAt (osc w) (w ^ 2 * x) x
⊢ w ^ 2 / 2 * x ^ 2 + τ ^ 2 / 24 * ((w ^ 2) ^ 2 * x ^ 2) = (w * √(1 + (τ * w / 2) ^ 2 / 3)) ^ 2 / 2 * x ^ 2
```

Fix (accepted with no message):

```diff
@@ -24,5 +24,5 @@
   rw [h.deriv]
   unfold osc
-  rw [mul_pow, sq_sqrt (by positivity)]
+  rw [mul_pow w, sq_sqrt (by positivity)]
   ring
 
```

Diagnosis. The error is reported at `sq_sqrt`, but it comes from the `mul_pow` before it. With no arguments given, `rw [mul_pow]` takes its pattern from the first power of a product it finds. Here that is the squared derivative `(w ^ 2 * x) ^ 2` on the left, which becomes `(w ^ 2) ^ 2 * x ^ 2`, as the printed goal shows. The match fixes the lemma's variables, so the same rewrite can't also split `(w * √(1 + (τ * w / 2) ^ 2 / 3)) ^ 2` on the right. The root is therefore still inside a squared product, and `sq_sqrt`, which needs a square root that is itself squared, finds nothing to rewrite.

The repair writes `mul_pow w`, which requires the first factor to be `w`. The derivative term has first factor `w ^ 2` and no longer matches, so the rewrite splits the right-hand square into `w ^ 2` times the square of the root. `sq_sqrt` can then remove the root, with `positivity` proving that the expression under it is nonnegative, and `ring` closes the remaining polynomial identity.
